# The Varah resolvent bound for an energy outside every Gershgorin disc

## A small residual with a large error

Suppose that we need the solution of \((z-H)x=y\) for a matrix Hamiltonian \(H\) and a complex energy \(z\), and an iterative solver returns an \(x\) with a tiny residual \((z-H)x-y\). By itself this says little about the error. If \(v\) is an eigenvector of \(H\) with eigenvalue \(\mu\), adding \(v\) to the exact solution changes the residual by \((z-\mu)v\). With \(|z-\mu|=10^{-6}\) and the largest component of \(v\) equal to 1 in modulus, the residual is of size \(10^{-6}\) and the error of size 1.

For a non-Hermitian matrix, staying away from the eigenvalues isn't enough either. Take

\[
H=\begin{pmatrix}0&1000\\0&0\end{pmatrix},\qquad z=1 .
\]

The only eigenvalue is 0, at distance 1 from \(z\), yet the solution for \(y=(0,1)\) is \(x=(1000,1)\).

The bound below turns the size of the residual into a bound on the error, using only \(z\) and the matrix elements, with no diagonalisation. It applies to linear equations for the Green's function in electronic structure when \(H\) is a finite matrix and \(z\) lies outside all of its Gershgorin discs.

## The margin of an energy

For each row \(i\) let

\[
R_i=\sum_{j\ne i}|H_{ij}|
\]

be the Gershgorin radius, the total strength of the couplings in that row. The disc of row \(i\) has centre \(H_{ii}\) and radius \(R_i\) in the complex plane. We call \(|z-H_{ii}|-R_i\) the margin of row \(i\). When it is positive, it is the distance from \(z\) to the disc.

For a vector \(x\), write \(\|x\|\) for the largest modulus of a component.

**Varah bound.** Let \(H\) be a finite complex square matrix, Hermitian or not. If a number \(\delta>0\) satisfies \(|z-H_{ii}|-R_i\ge\delta\) for every \(i\), then \(z-H\) is invertible and

\[
\|(z-H)^{-1}y\|\le\frac{\|y\|}{\delta}\qquad\text{for every }y .
\]

Physically, the condition says that in each row the detuning of \(z\) from the diagonal energy exceeds the summed couplings by at least \(\delta\).

## Derivation from the largest component

Choose a row \(i\) in which \(|x_i|\) is largest. Separating the diagonal term gives

\[
((z-H)x)_i=(z-H_{ii})x_i-\sum_{j\ne i}H_{ij}x_j .
\]

Since \(|x_j|\le|x_i|\) for all \(j\), the couplings contribute at most

\[
\Big|\sum_{j\ne i}H_{ij}x_j\Big|\le\sum_{j\ne i}|H_{ij}||x_j|\le R_i|x_i| .
\]

The reverse triangle inequality \(|a-b|\ge|a|-|b|\) then yields

\[
|((z-H)x)_i|\ge(|z-H_{ii}|-R_i)|x_i|\ge\delta|x_i|=\delta\|x\| .
\]

The left side is at most \(\|(z-H)x\|\), so

\[
\delta\|x\|\le\|(z-H)x\|\qquad\text{for every }x. \tag{1}
\]

If \((z-H)x=0\), then (1) and \(\delta>0\) force \(x=0\). A square matrix with no kernel is invertible. Putting \(x=(z-H)^{-1}y\) into (1) gives \(\delta\|(z-H)^{-1}y\|\le\|y\|\), and division by \(\delta\) gives the bound.

If a margin of zero were allowed, invertibility could fail: the \(1\times1\) matrix \(H=(z)\) has margin zero and \(z-H=0\).

## Eigenvalues and approximate solutions

Let \(Hv=\mu v\) with \(v\ne0\). Then \((z-H)v=(z-\mu)v\), and (1) becomes \(\delta\|v\|\le|z-\mu|\|v\|\). Hence \(|z-\mu|\ge\delta\): no eigenvalue lies closer to \(z\) than \(\delta\).

For an approximate solution \(x\) of \((z-H)x=y\),

\[
x-(z-H)^{-1}y=(z-H)^{-1}\big((z-H)x-y\big),
\]

so the Varah bound applied to the residual gives

\[
\|x-(z-H)^{-1}y\|\le\frac{\|(z-H)x-y\|}{\delta}.
\]

When every row has a positive margin, the residual therefore gives an explicit bound on the error. A tiny margin still permits a large error: for the \(1\times1\) matrix \(H=(0)\) and \(z=10^{-6}\), a residual of size \(10^{-6}\) goes with an error of size 1, as the bound allows.

## One level, and two coupled levels

For a single level \(h\) there are no couplings, so \(R=0\) and the condition reads \(|z-h|\ge\delta\). The solution is \(y/(z-h)\), and the choice \(\delta=|z-h|\) turns the bound into an equality.

Equality also occurs with coupling present. Take two degenerate levels of energy \(\varepsilon\) with real coupling \(t\ge0\), and a real energy \(E>\varepsilon+t\):

\[
H=\begin{pmatrix}\varepsilon&t\\t&\varepsilon\end{pmatrix}.
\]

Both rows have the margin \(E-\varepsilon-t\). The symmetric vector \((1,1)\) is an eigenvector with eigenvalue \(\varepsilon+t\), so

\[
(E-H)^{-1}\begin{pmatrix}1\\1\end{pmatrix}=\frac{1}{E-\varepsilon-t}\begin{pmatrix}1\\1\end{pmatrix}.
\]

The vector \((1,1)\) has maximum norm 1, and the solution has norm \(1/(E-\varepsilon-t)\), exactly the bound. The usual normalised state \((1,1)/\sqrt2\) also gives equality, because both sides scale together.

## Three sites in numbers

Consider a chain of three sites, numbered 0, 1, 2, with zero site energies and unit coupling between neighbours, at \(z=3\):

\[
H=\begin{pmatrix}0&1&0\\1&0&1\\0&1&0\end{pmatrix}.
\]

The radii are \(1,2,1\) and the margins \(2,1,2\), so we may take \(\delta=1\). For \(y=(1,1,1)\), symmetry gives \(x_0=x_2\), and the equations are \(3x_0-x_1=1\) and \(3x_1-2x_0=1\). The solution is \((4/7,5/7,4/7)\), whose largest component \(5/7\) respects the bound 1.

The approximation \((0.6,0.7,0.6)\) gives \((z-H)x=(1.1,0.9,1.1)\), a residual of size \(0.1\). Its error is therefore at most \(0.1\); the actual error is \(0.6-4/7\approx0.029\).

The eigenvalues are \(0\) and \(\pm\sqrt2\), and the nearest lies about \(1.59\) from \(z\), in accord with the guaranteed distance 1. A positive margin in every row is sufficient for \(z-H\) to be invertible, but not necessary: at \(z=1\) row 1 has margin \(-1\), although \(1\) is not an eigenvalue.

## How the Lean statement expresses the physics

The type `n` labels the basis states and is finite. `H : Matrix n n ℂ` is an arbitrary complex matrix, with no Hermiticity assumed. `radius H i` is \(R_i\), a sum over all labels except `i`, and `shifted H z` is \(z-H\). Here \(z\) multiplies the identity matrix, which corresponds to an orthonormal basis; a generalised problem \(zS-H\) with an overlap matrix \(S\) is a different one.

A vector is a function `n → ℂ`, and Mathlib's norm on such functions is the maximum norm. The bounds therefore concern the largest amplitude and not the Euclidean length of a state. The symbol `*ᵥ` applies a matrix to a vector.

The hypothesis `h` in the general theorems states that every row has margin at least `δ`. It is a condition on the given matrix and energy, to be checked from the matrix elements. In `varah_bound`, the conclusion `IsUnit (shifted H z)` is invertibility. It matters as a separate claim because Lean assigns the inverse of a singular matrix the value zero.

`eigenvalue_distance` and `residual_bound` are the two consequences derived above. `varah_bound_sharp` contains both the margin of the two-level matrix and the equality for the vector `1`, which is \((1,1)\).

```lean
import Mathlib

open Matrix

namespace VarahResolventBound

noncomputable section

variable {n : Type*} [Fintype n] [DecidableEq n]

/-- The Gershgorin radius of row `i`: the sum of the moduli of the off-diagonal
elements of `H` in that row. -/
def radius (H : Matrix n n ℂ) (i : n) : ℝ :=
  ∑ j ∈ Finset.univ.erase i, ‖H i j‖

/-- The matrix `z - H`, whose inverse is the resolvent of `H` at the complex energy `z`. -/
def shifted (H : Matrix n n ℂ) (z : ℂ) : Matrix n n ℂ :=
  z • (1 : Matrix n n ℂ) - H

/-- The matrix `z - H` sends a vector `x` to `z x - H x`. -/
theorem shifted_mulVec (H : Matrix n n ℂ) (z : ℂ) (x : n → ℂ) :
    shifted H z *ᵥ x = z • x - H *ᵥ x := by
  rw [shifted, Matrix.sub_mulVec, Matrix.smul_mulVec, Matrix.one_mulVec]

/-- In a row `i` where the amplitude `x i` has the largest modulus, the component of `(z - H) x` has
modulus at least `(|z - H i i| - radius H i) * |x i|`. -/
theorem row_estimate (H : Matrix n n ℂ) (z : ℂ) (x : n → ℂ) (i : n)
    (hi : ∀ j, ‖x j‖ ≤ ‖x i‖) :
    (‖z - H i i‖ - radius H i) * ‖x i‖ ≤ ‖(shifted H z *ᵥ x) i‖ := by
  -- separate the diagonal term from the couplings
  have h1 : (H *ᵥ x) i = H i i * x i + ∑ j ∈ Finset.univ.erase i, H i j * x j :=
    (Finset.add_sum_erase _ (fun j => H i j * x j) (Finset.mem_univ i)).symm
  have e : (shifted H z *ᵥ x) i
      = (z - H i i) * x i - ∑ j ∈ Finset.univ.erase i, H i j * x j := by
    rw [shifted_mulVec, Pi.sub_apply, Pi.smul_apply, smul_eq_mul, h1]
    ring
  -- the couplings contribute at most the radius times the largest amplitude
  have hs : ‖∑ j ∈ Finset.univ.erase i, H i j * x j‖ ≤ radius H i * ‖x i‖ := by
    rw [radius, Finset.sum_mul]
    refine (norm_sum_le _ _).trans (Finset.sum_le_sum fun j _ => ?_)
    rw [norm_mul]
    exact mul_le_mul_of_nonneg_left (hi j) (norm_nonneg _)
  have ht := norm_sub_norm_le ((z - H i i) * x i)
    (∑ j ∈ Finset.univ.erase i, H i j * x j)
  rw [norm_mul] at ht
  rw [e]
  linarith

/-- If `|z - H i i|` exceeds the Gershgorin radius by at least `δ` in every row, then
`z - H` stretches every vector by at least the factor `δ` in the maximum norm. -/
theorem lower_bound (H : Matrix n n ℂ) (z : ℂ) (δ : ℝ)
    (h : ∀ i, δ ≤ ‖z - H i i‖ - radius H i) (x : n → ℂ) :
    δ * ‖x‖ ≤ ‖shifted H z *ᵥ x‖ := by
  rcases isEmpty_or_nonempty n with hn | hn
  · have hx : x = 0 := Subsingleton.elim _ _
    rw [hx]
    simp
  · -- choose the component of largest modulus
    obtain ⟨i, hi⟩ := Finite.exists_max (fun j => ‖x j‖)
    have hx : ‖x‖ = ‖x i‖ :=
      le_antisymm ((pi_norm_le_iff_of_nonneg (norm_nonneg _)).2 hi) (norm_le_pi_norm x i)
    calc δ * ‖x‖ = δ * ‖x i‖ := by rw [hx]
      _ ≤ (‖z - H i i‖ - radius H i) * ‖x i‖ :=
          mul_le_mul_of_nonneg_right (h i) (norm_nonneg _)
      _ ≤ ‖(shifted H z *ᵥ x) i‖ := row_estimate H z x i hi
      _ ≤ ‖shifted H z *ᵥ x‖ := norm_le_pi_norm _ i

/-- **Varah resolvent bound.** If `|z - H i i|` exceeds the Gershgorin radius by at least
`δ > 0` in every row, then `z - H` is invertible, and the largest component of
`(z - H)⁻¹ y` is at most the largest component of `y` divided by `δ`, in modulus. -/
theorem varah_bound (H : Matrix n n ℂ) (z : ℂ) (δ : ℝ) (hδ : 0 < δ)
    (h : ∀ i, δ ≤ ‖z - H i i‖ - radius H i) :
    IsUnit (shifted H z) ∧ ∀ y : n → ℂ, ‖(shifted H z)⁻¹ *ᵥ y‖ ≤ ‖y‖ / δ := by
  -- the lower bound leaves no room for a kernel
  have hu : IsUnit (shifted H z) := by
    rw [← Matrix.mulVec_injective_iff_isUnit]
    intro x y hxy
    have hxy' : shifted H z *ᵥ x = shifted H z *ᵥ y := hxy
    by_contra hne
    have h1 := lower_bound H z δ h (x - y)
    rw [Matrix.mulVec_sub, hxy', sub_self, norm_zero] at h1
    have h2 := mul_pos hδ (norm_pos_iff.2 (sub_ne_zero.2 hne))
    linarith
  refine ⟨hu, fun y => ?_⟩
  -- apply the lower bound to the solution itself
  have h1 := lower_bound H z δ h ((shifted H z)⁻¹ *ᵥ y)
  rw [Matrix.mulVec_mulVec, Matrix.mul_nonsing_inv _ ((Matrix.isUnit_iff_isUnit_det _).1 hu),
    Matrix.one_mulVec] at h1
  rw [le_div_iff₀ hδ]
  linarith

/-- If `|z - H i i|` exceeds the Gershgorin radius by at least `δ` in every row, then every
eigenvalue `μ` of `H` lies at distance at least `δ` from `z`. -/
theorem eigenvalue_distance (H : Matrix n n ℂ) (z μ : ℂ) (δ : ℝ)
    (h : ∀ i, δ ≤ ‖z - H i i‖ - radius H i) (v : n → ℂ) (hv0 : v ≠ 0)
    (hv : H *ᵥ v = μ • v) : δ ≤ ‖z - μ‖ := by
  have h1 := lower_bound H z δ h v
  rw [shifted_mulVec, hv, ← sub_smul, norm_smul] at h1
  exact le_of_mul_le_mul_right h1 (norm_pos_iff.2 hv0)

/-- If `|z - H i i|` exceeds the Gershgorin radius by at least `δ > 0` in every row, then an
approximate solution `x` of `(z - H) x = y` differs from the exact one by at most its
residual divided by `δ`, in the maximum norm. -/
theorem residual_bound (H : Matrix n n ℂ) (z : ℂ) (δ : ℝ) (hδ : 0 < δ)
    (h : ∀ i, δ ≤ ‖z - H i i‖ - radius H i) (x y : n → ℂ) :
    ‖x - (shifted H z)⁻¹ *ᵥ y‖ ≤ ‖shifted H z *ᵥ x - y‖ / δ := by
  obtain ⟨hu, hb⟩ := varah_bound H z δ hδ h
  have h1 := hb (shifted H z *ᵥ x - y)
  rwa [Matrix.mulVec_sub, Matrix.mulVec_mulVec,
    Matrix.nonsing_inv_mul _ ((Matrix.isUnit_iff_isUnit_det _).1 hu),
    Matrix.one_mulVec] at h1

/-- The Hamiltonian of two degenerate levels of energy `ε` with real coupling `t`. -/
def twoLevel (ε t : ℝ) : Matrix (Fin 2) (Fin 2) ℂ :=
  !![(ε : ℂ), (t : ℂ); (t : ℂ), (ε : ℂ)]

/-- For two degenerate levels with coupling `t ≥ 0` and a real energy `E > ε + t`, the margin
is `E - ε - t` in both rows, and the vector `(1, 1)` attains equality in the Varah bound. -/
theorem varah_bound_sharp (ε t E : ℝ) (ht : 0 ≤ t) (hE : ε + t < E) :
    (∀ i, ‖(E : ℂ) - twoLevel ε t i i‖ - radius (twoLevel ε t) i = E - ε - t) ∧
      ‖(shifted (twoLevel ε t) E)⁻¹ *ᵥ (1 : Fin 2 → ℂ)‖
        = ‖(1 : Fin 2 → ℂ)‖ / (E - ε - t) := by
  have hc : 0 < E - ε - t := by linarith
  have hd : ‖(E : ℂ) - (ε : ℂ)‖ = E - ε := by
    rw [← Complex.ofReal_sub, Complex.norm_real, Real.norm_of_nonneg (by linarith)]
  have hn : ‖(t : ℂ)‖ = t := by
    rw [Complex.norm_real, Real.norm_of_nonneg ht]
  have e0 : Finset.univ.erase (0 : Fin 2) = {1} := by decide
  have e1 : Finset.univ.erase (1 : Fin 2) = {0} := by decide
  have hm : ∀ i, ‖(E : ℂ) - twoLevel ε t i i‖ - radius (twoLevel ε t) i = E - ε - t := by
    refine Fin.forall_fin_two.2 ⟨?_, ?_⟩
    · rw [radius, e0, Finset.sum_singleton]
      change ‖(E : ℂ) - (ε : ℂ)‖ - ‖(t : ℂ)‖ = _
      rw [hd, hn]
    · rw [radius, e1, Finset.sum_singleton]
      change ‖(E : ℂ) - (ε : ℂ)‖ - ‖(t : ℂ)‖ = _
      rw [hd, hn]
  refine ⟨hm, ?_⟩
  -- the symmetric combination is an eigenvector
  have hv : twoLevel ε t *ᵥ (1 : Fin 2 → ℂ) = ((ε + t : ℝ) : ℂ) • (1 : Fin 2 → ℂ) := by
    ext i
    fin_cases i <;> simp [twoLevel, Matrix.mulVec, dotProduct, Fin.sum_univ_two, add_comm]
  have hs : shifted (twoLevel ε t) E *ᵥ (1 : Fin 2 → ℂ)
      = ((E - ε - t : ℝ) : ℂ) • (1 : Fin 2 → ℂ) := by
    rw [shifted_mulVec, hv, ← sub_smul, ← Complex.ofReal_sub, sub_sub]
  have hu := (varah_bound (twoLevel ε t) E _ hc (fun i => (hm i).ge)).1
  have h1 : (1 : Fin 2 → ℂ)
      = ((E - ε - t : ℝ) : ℂ) • ((shifted (twoLevel ε t) E)⁻¹ *ᵥ (1 : Fin 2 → ℂ)) := by
    rw [← Matrix.mulVec_smul, ← hs, Matrix.mulVec_mulVec,
      Matrix.nonsing_inv_mul _ ((Matrix.isUnit_iff_isUnit_det _).1 hu), Matrix.one_mulVec]
  have h2 := congrArg norm h1
  rw [norm_smul, Complex.norm_real, Real.norm_of_nonneg hc.le] at h2
  rw [eq_div_iff hc.ne']
  linarith

end

end VarahResolventBound
```

```lean
#print axioms VarahResolventBound.varah_bound
#print axioms VarahResolventBound.eigenvalue_distance
#print axioms VarahResolventBound.residual_bound
#print axioms VarahResolventBound.varah_bound_sharp
```

```
'VarahResolventBound.varah_bound' depends on axioms: [propext, Classical.choice, Quot.sound]
'VarahResolventBound.eigenvalue_distance' depends on axioms: [propext, Classical.choice, Quot.sound]
'VarahResolventBound.residual_bound' depends on axioms: [propext, Classical.choice, Quot.sound]
'VarahResolventBound.varah_bound_sharp' depends on axioms: [propext, Classical.choice, Quot.sound]
```

## From one row to the inverse

`shifted_mulVec` expands \((z-H)x\) as \(zx-Hx\). In `row_estimate`, the step `h1` separates the diagonal term of \((Hx)_i\), and `e` writes the component of \((z-H)x\) as in the derivation. The step `hs` bounds the couplings by the triangle inequality for sums, followed by \(|x_j|\le|x_i|\) in each term. The reverse triangle inequality is `ht`, and `linarith` combines the two estimates.

`lower_bound` is inequality (1). It first deals with an empty set of basis states, where the only vector is zero. Otherwise `Finite.exists_max` chooses the row with the largest amplitude, `hx` identifies that amplitude with the norm, and the `calc` chain follows the derivation. No sign is required of `δ` here or in `eigenvalue_distance`; for \(\delta\le0\) both conclusions are trivial.

The first half of `varah_bound` proves invertibility through injectivity. If two different vectors had the same image, their difference would be a non-zero vector sent to zero, and `lower_bound` would contradict \(\delta>0\). The second half applies `lower_bound` to \((z-H)^{-1}y\), cancels the matrix against its inverse, and divides by `δ` with `le_div_iff₀`.

## The consequences and the case of equality

`eigenvalue_distance` applies `lower_bound` to the eigenvector, rewrites \((z-H)v\) as \((z-\mu)v\), and cancels the positive factor \(\|v\|\). `residual_bound` applies `varah_bound` to the residual; its rewriting steps are the identity for the error given earlier.

In `varah_bound_sharp`, `hm` computes the margin in rows 0 and 1. The steps `hv` and `hs` show that \((1,1)\) is an eigenvector of \(H\), and hence of \(E-H\) with eigenvalue \(E-\varepsilon-t\). Invertibility comes from `varah_bound` itself, used with \(\delta\) equal to the margin. Applying the inverse gives `h1`, which writes \((1,1)\) as \(E-\varepsilon-t\) times the solution. Taking norms in `h2` and dividing by this positive number gives the equality.
